# How the kinetic energy density scales when a wavefunction is dilated

For a wavefunction ψ of n Cartesian coordinates, with a mass mᵢ for each coordinate, the kinetic energy density is the sum of |∂ᵢψ|²/(2mᵢ), with ħ = 1. The lemma says that if a > 0 and ψ is differentiable everywhere, the dilated wavefunction a^(n/2) ψ(ax) has at each point x a kinetic energy density aⁿa² times that of ψ at ax. This is a pointwise statement with no integral in it, and ψ need not be normalised. Physical masses are positive, but the lemma allows any real mᵢ; a term with mᵢ = 0 counts as zero, because Lean sets division by zero to 0. The attempt finds the derivative of the dilated wavefunction by the chain rule, then compares the two sums term by term.

As first written in Lean, the proof fails:

```lean
import Mathlib

open MeasureTheory Filter

namespace VirialTheorem

noncomputable section

/-- Configuration space with `n` Cartesian coordinates. -/
abbrev Config (n : ℕ) := EuclideanSpace ℝ (Fin n)

variable {n : ℕ} {m : Fin n → ℝ} {v : Config n → ℝ} {ψ : Config n → ℂ} {k a : ℝ}

/-- The kinetic energy density, the sum of `|∂ᵢψ|² / (2 mᵢ)` over the coordinates (`ħ = 1`). -/
def kineticDensity (m : Fin n → ℝ) (ψ : Config n → ℂ) (x : Config n) : ℝ :=
  ∑ i, ‖fderiv ℝ ψ x (EuclideanSpace.single i (1 : ℝ))‖ ^ 2 / (2 * m i)

/-- The dilated wavefunction, equal to `a^(n/2) ψ(a x)` for `a > 0`. -/
def dilate (a : ℝ) (ψ : Config n → ℂ) (x : Config n) : ℂ := √(a ^ n) • ψ (a • x)

/-- The kinetic density of the dilated state at `x` is `aⁿ a²` times the original one at `a x`. -/
theorem kineticDensity_dilate (ha : 0 < a) (hψ : Differentiable ℝ ψ) (x : Config n) :
    kineticDensity m (dilate a ψ) x = a ^ n * a ^ 2 * kineticDensity m ψ (a • x) := by
  have hs : √(a ^ n) ^ 2 = a ^ n := Real.sq_sqrt (by positivity)
  -- chain rule for the dilated wavefunction
  have h1 : HasFDerivAt (fun y : Config n => a • y)
      (a • ContinuousLinearMap.id ℝ (Config n)) x :=
    (a • ContinuousLinearMap.id ℝ (Config n)).hasFDerivAt
  have h2 : HasFDerivAt (fun y : Config n => ψ (a • y))
      ((fderiv ℝ ψ (a • x)).comp (a • ContinuousLinearMap.id ℝ (Config n))) x :=
    HasFDerivAt.comp (f := fun y : Config n => a • y) x (hψ (a • x)).hasFDerivAt h1
  have h3 : HasFDerivAt (dilate a ψ) (√(a ^ n) •
      ((fderiv ℝ ψ (a • x)).comp (a • ContinuousLinearMap.id ℝ (Config n)))) x :=
    h2.const_smul _
  unfold kineticDensity
  rw [h3.fderiv, Finset.mul_sum]
  refine Finset.sum_congr rfl fun i _ => ?_
  change ‖√(a ^ n) • (fderiv ℝ ψ (a • x)) (a • EuclideanSpace.single i (1 : ℝ))‖ ^ 2
    / (2 * m i) = _
  rw [map_smul, norm_smul, norm_smul, mul_pow, mul_pow, Real.norm_eq_abs, Real.norm_eq_abs,
    sq_abs, sq_abs, hs]
  ring

end

end VirialTheorem
```

Compiling this gives:

```
Main.lean:34:4: error: Type mismatch
  HasFDerivAt.const_smul h2 ?m.284
has type
  HasFDerivAt (?m.284 • fun y => ψ (a • y)) (?m.284 • fderiv ℝ ψ (a • x) ∘SL (a • ContinuousLinearMap.id ℝ (Config n)))
    x
but is expected to have type
  HasFDerivAt (dilate a ψ) (√(a ^ n) • fderiv ℝ ψ (a • x) ∘SL (a • ContinuousLinearMap.id ℝ (Config n))) x
```

The one error is in `h3`, where the derivative of ψ(ax) is to be multiplied by the constant `√(a ^ n)`. `HasFDerivAt.const_smul` gives a result about a scalar times a whole function, `?m.284 • fun y => ψ (a • y)`, with the scalar still to be found. The expected statement is about `dilate a ψ`, a defined name whose body multiplies the value at each point. The two agree by definition once the scalar is `√(a ^ n)`, but Lean did not match them here; the message does not say at which step the matching stopped.

The repair proves the equality first, as `hd`: `funext` reduces it to a single point, where `rfl` suffices. Then `rw [hd]` puts the goal into the form that `const_smul` produces, and the lemma applies. The last line also gives the scalar explicitly in place of `_`, though the rewritten goal already displays it.

This version goes through:

```diff
@@ -32,5 +32,8 @@
   have h3 : HasFDerivAt (dilate a ψ) (√(a ^ n) •
       ((fderiv ℝ ψ (a • x)).comp (a • ContinuousLinearMap.id ℝ (Config n)))) x :=
-    h2.const_smul _
+    by
+      have hd : dilate a ψ = √(a ^ n) • (fun y : Config n => ψ (a • y)) := funext fun _ => rfl
+      rw [hd]
+      exact h2.const_smul (√(a ^ n))
   unfold kineticDensity
   rw [h3.fderiv, Finset.mul_sum]
```
